# Convergence of the one-dimensional sums over Gaussian images and damped plane waves

For a real position x and positive α and L, `summable_terms` states that two series over the integers converge. One adds the Gaussians exp(−α²(x − Ln)²) centred on the periodic images Ln; the other adds the plane waves exp(ikx), with k = 2πm/L, each damped by exp(−k²/(4α²)). Neither series carries a normalising prefactor, and the lemma does not say how their sums are related. The attempt expands the exponents and reduces both series to `summable_gaussian`, which covers a Gaussian with a linear term in its exponent; for the images a constant factor exp(−α²x²) is first taken out.

In Lean, a first try:

```lean
import Mathlib

open scoped Real

namespace EwaldTheta

noncomputable section

/-- One Cartesian factor of the Gaussian centred on the image `L n`, seen from the point `x`. -/
def imageTerm (α L x : ℝ) (n : ℤ) : ℂ :=
  Complex.exp (-((α : ℂ) ^ 2 * ((x : ℂ) - L * n) ^ 2))

/-- One Cartesian factor of a damped plane wave with wave number `2 π m / L`,
for nonzero `α` and `L`. -/
def modeTerm (α L x : ℝ) (m : ℤ) : ℂ :=
  Complex.exp (-(((2 * π * m / L : ℝ) : ℂ) ^ 2 / (4 * (α : ℂ) ^ 2))
    + ((2 * π * m / L : ℝ) : ℂ) * x * Complex.I)

/-- A Gaussian with a linear term in its exponent is summable over the integers. -/
theorem summable_gaussian {a : ℝ} (ha : 0 < a) (b : ℂ) :
    Summable fun n : ℤ => Complex.exp (-(a : ℂ) * n ^ 2 + b * n) := by
  have hpi : (π : ℂ) ≠ 0 := Complex.ofReal_ne_zero.2 Real.pi_ne_zero
  have hI := Complex.I_ne_zero
  have him : 0 < (Complex.I * ((a / π : ℝ) : ℂ)).im := by
    rw [Complex.I_mul_im, Complex.ofReal_re]
    positivity
  have h := (summable_jacobiTheta₂_term_iff (b / (2 * π * Complex.I)) _).2 him
  have e : (fun n : ℤ => Complex.exp (-(a : ℂ) * n ^ 2 + b * n)) = fun n : ℤ =>
      jacobiTheta₂_term n (b / (2 * π * Complex.I)) (Complex.I * ((a / π : ℝ) : ℂ)) := by
    funext n
    rw [jacobiTheta₂_term]
    congr 1
    push_cast
    have h1 : 2 * (π : ℂ) * Complex.I * n * (b / (2 * π * Complex.I)) = b * n := by
      field_simp
    have h2 : (π : ℂ) * (a / π) = a := by field_simp
    linear_combination -h1 - Complex.I ^ 2 * (n : ℂ) ^ 2 * h2
      - (a : ℂ) * (n : ℂ) ^ 2 * Complex.I_sq
  rw [e]
  exact h

/-- In one dimension the image sum and the sum over damped plane waves both converge. -/
theorem summable_terms {α L : ℝ} (hα : 0 < α) (hL : 0 < L) (x : ℝ) :
    Summable (imageTerm α L x) ∧ Summable (modeTerm α L x) := by
  constructor
  · have h := (summable_gaussian (a := α ^ 2 * L ^ 2) (by positivity)
      (2 * (α : ℂ) ^ 2 * x * L)).mul_left (Complex.exp (-((α : ℂ) ^ 2 * (x : ℂ) ^ 2)))
    convert h using 1
    funext n
    rw [imageTerm, ← Complex.exp_add]
    congr 1
    push_cast
    ring
  · have h := summable_gaussian (a := π ^ 2 / (α * L) ^ 2) (by positivity)
      (2 * (π : ℂ) * x / L * Complex.I)
    convert h using 1
    funext n
    rw [modeTerm]
    congr 1
    push_cast
    ring

end

end EwaldTheta
```

Lean reports:

```
Main.lean:49:4: error: Tactic `apply` failed: could not unify the conclusion of `@funext`
  ?f = ?g
with the goal
  Complex.instAddCommMonoid =
    Complex.instNonUnitalCommRing.toNonUnitalNonAssocCommRing.toNonUnitalNonAssocSemiring.toAddCommMonoid

Note: The full type of `@funext` is
  ∀ {α : Sort ?u.84} {β : α → Sort ?u.83} {f g : (x : α) → β x}, (∀ (x : α), f x = g x) → f = g

case e'_3
α L : ℝ
hα : 0 < α
hL : 0 < L
x : ℝ
h :
  Summable fun i =>
    Complex.exp (-(↑α ^ 2 * ↑x ^ 2)) * Complex.exp (-↑(α ^ 2 * L ^ 2) * ↑i ^ 2 + 2 * ↑α ^ 2 * ↑x * ↑L * ↑i)
⊢ Complex.instAddCommMonoid =
    Complex.instNonUnitalCommRing.toNonUnitalNonAssocCommRing.toNonUnitalNonAssocSemiring.toAddCommMonoid
```

Fix (accepted with no message):

```diff
@@ -46,6 +46,5 @@
   · have h := (summable_gaussian (a := α ^ 2 * L ^ 2) (by positivity)
       (2 * (α : ℂ) ^ 2 * x * L)).mul_left (Complex.exp (-((α : ℂ) ^ 2 * (x : ℂ) ^ 2)))
-    convert h using 1
-    funext n
+    refine (summable_congr fun n => ?_).2 h
     rw [imageTerm, ← Complex.exp_add]
     congr 1
@@ -54,6 +53,5 @@
   · have h := summable_gaussian (a := π ^ 2 / (α * L) ^ 2) (by positivity)
       (2 * (π : ℂ) * x / L * Complex.I)
-    convert h using 1
-    funext n
+    refine (summable_congr fun n => ?_).2 h
     rw [modeTerm]
     congr 1
```

The message concerns the image sum. `Summable` depends on an additive structure on the complex numbers as well as on the series. The goal has this structure as `Complex.instAddCommMonoid`, whereas `h`, having passed through `mul_left`, has it by way of the ring structure. `convert h using 1` matched the two statements argument by argument, did not identify the two structures, and left their equality as a goal. `funext n` then met that goal instead of an equality of functions, and could not apply.

In the repair, `summable_congr` asks only that the two series agree term by term, and `.2 h` carries summability over to the goal. The two additive structures are equal by definition, and Lean accepts this when it checks `h` against the expected type. The remaining goal is the equality of terms at `n`, which the lines that follow were written to prove.

The same change in the plane-wave half is mere tidying: `h` comes there straight from `summable_gaussian`, without `mul_left`, and Lean reported no error.
